# Energy zeros of the transfer-matrix amplitude are simple in a tight-binding chain with real site energies

## Can a level of the chain be a double zero?

To find the levels of a finite tight-binding chain, I start a wave at the left wall with a trial energy \(E\), propagate it site by site, and bisect wherever the amplitude just past the last site changes sign. This relies on every level producing a sign change. If the amplitude touched zero at some energy without crossing, as it does at a double zero, the search would pass over that level however fine the energy grid.

With unit hopping and real on-site energies \(V_1, V_2, \dots\), the amplitudes are polynomials in \(E\):

\[
u_0 = 0,\qquad u_1 = 1,\qquad u_{n+2} = (E - V_{n+1})\,u_{n+1} - u_n \quad (n \ge 0).
\]

I have been told that, with primes for derivatives in \(E\),

\[
u_{n+1}'\,u_n - u_{n+1}\,u_n' = \sum_{j=1}^{n} u_j^2 ,
\]

and that every real zero of \(u_{n+1}\) is therefore simple. I would like to see this derived in full, for arbitrary real \(V\) and any number of sites, and checked by machine. I would also like to know whether \(u_{n+1}\) can have complex zeros, which a search along the real axis would never find.

## A sum of squares rules it out

No real zero is double, and there are no zeros off the real axis. Both facts follow from the recursion by short inductions.

### From transfer matrices to the Wronskian

The equation for the amplitude \(\psi_j\) on site \(j\) is \(\psi_{j+1} + \psi_{j-1} + V_j\psi_j = E\psi_j\). Solved for \(\psi_{j+1}\), it becomes a matrix step:

\[
\begin{pmatrix}\psi_{j+1}\\ \psi_j\end{pmatrix}
= M_j \begin{pmatrix}\psi_j\\ \psi_{j-1}\end{pmatrix},\qquad
M_j = \begin{pmatrix}E - V_j & -1\\ 1 & 0\end{pmatrix}.
\]

A wall at site 0 means \(\psi_0 = 0\), and the scale can be fixed by \(\psi_1 = 1\). The starting pair is then \((u_1, u_0) = (1, 0)\). If \(n\) steps have produced \((u_{n+1}, u_n)\), the next step gives

\[
M_{n+1}\begin{pmatrix}u_{n+1}\\ u_n\end{pmatrix}
= \begin{pmatrix}(E - V_{n+1})u_{n+1} - u_n\\ u_{n+1}\end{pmatrix}
= \begin{pmatrix}u_{n+2}\\ u_{n+1}\end{pmatrix}.
\]

So the product \(M_n \cdots M_1\) applied to \((1,0)\) is \((u_{n+1}, u_n)\) for every \(n\), the empty product at \(n = 0\) being the identity.

Now let \(W_n = u_{n+1}'u_n - u_{n+1}u_n'\). Since \(u_0 = u_0' = 0\), we have \(W_0 = 0\), which is the empty sum. For the induction step, differentiate the recursion:

\[
u_{n+2}' = u_{n+1} + (E - V_{n+1})u_{n+1}' - u_n'.
\]

Inserting this and the recursion itself into \(W_{n+1}\) gives

\[
\begin{aligned}
W_{n+1} &= u_{n+2}'u_{n+1} - u_{n+2}u_{n+1}'\\
&= u_{n+1}^2 + (E - V_{n+1})u_{n+1}'u_{n+1} - u_n'u_{n+1}
 - (E - V_{n+1})u_{n+1}u_{n+1}' + u_nu_{n+1}'\\
&= u_{n+1}^2 + W_n .
\end{aligned}
\]

The terms containing the site energy cancel, and each new site adds its own squared amplitude. Hence \(W_n = \sum_{j=1}^n u_j^2\).

### What happens at a zero

Let \(u_{n+1}(E) = 0\) at a real \(E\). Then \(n \ge 1\), because \(u_1 = 1\) has no zeros. The second term of \(W_n\) vanishes, which leaves

\[
u_{n+1}'(E)\,u_n(E) = \sum_{j=1}^n u_j(E)^2 \ge u_1^2 = 1 .
\]

Therefore \(u_{n+1}'(E) \ne 0\). If the zero had multiplicity two or more, \(u_{n+1}\) would contain the factor \((x - E)^2\) in the energy variable \(x\), and its derivative would vanish at \(E\). The multiplicity is thus exactly one, and the amplitude changes sign there.

The same identity controls the ratio of neighbouring amplitudes. Wherever \(u_n(E) \ne 0\), the quotient rule gives

\[
\left(\frac{u_{n+1}}{u_n}\right)' = \frac{u_{n+1}'u_n - u_{n+1}u_n'}{u_n^2} = \frac{\sum_{j=1}^n u_j^2}{u_n^2}.
\]

### Two energies at once

For complex zeros, replace the derivative by a comparison of two energies \(z\) and \(w\). Let

\[
D_n = u_{n+1}(z)u_n(w) - u_n(z)u_{n+1}(w),
\]

so that \(D_0 = 0\). Using the recursion at both energies,

\[
\begin{aligned}
D_{n+1} &= u_{n+2}(z)u_{n+1}(w) - u_{n+1}(z)u_{n+2}(w)\\
&= \big[(z - V_{n+1}) - (w - V_{n+1})\big]u_{n+1}(z)u_{n+1}(w) + D_n ,
\end{aligned}
\]

and therefore \(D_n = (z - w)\sum_{j=1}^n u_j(z)u_j(w)\).

Suppose \(u_{n+1}(z) = 0\), so that again \(n \ge 1\), and take \(w = \bar z\). The coefficients are real, so \(u_j(\bar z) = \overline{u_j(z)}\), and \(u_{n+1}(\bar z)\) vanishes too. The left side is zero:

\[
0 = (z - \bar z)\sum_{j=1}^n |u_j(z)|^2 .
\]

The sum is at least \(|u_1|^2 = 1\), so \(z = \bar z\).

### The Lean file

```lean
import Mathlib

open Polynomial Matrix ComplexConjugate

namespace TightBindingTransfer

noncomputable section

/-- Amplitude on site `n` of a chain with unit hopping and on-site energies `V`, as a polynomial
in the energy, for a wave that starts with amplitudes `0` on site `0` and `1` on site `1`. -/
def amp (V : ℕ → ℝ) : ℕ → ℝ[X]
  | 0 => 0
  | 1 => 1
  | n + 2 => (X - C (V (n + 1))) * amp V (n + 1) - amp V n

/-- Transfer matrix at energy `E` through the sites `1, ..., n`, the ordered product of the
one-site transfer matrices. -/
def transfer (V : ℕ → ℝ) (E : ℝ) : ℕ → Matrix (Fin 2) (Fin 2) ℝ
  | 0 => 1
  | n + 1 => !![E - V (n + 1), -1; 1, 0] * transfer V E n

/-- The discrete Schrödinger equation obeyed by the amplitudes. -/
theorem amp_step (V : ℕ → ℝ) (n : ℕ) :
    amp V (n + 1 + 1) = (X - C (V (n + 1))) * amp V (n + 1) - amp V n := rfl

/-- The transfer matrix through `n` sites carries the initial pair of amplitudes `(1, 0)` to the
pair of amplitudes on sites `n + 1` and `n`. -/
theorem transfer_mulVec (V : ℕ → ℝ) (E : ℝ) (n : ℕ) :
    transfer V E n *ᵥ ![1, 0] = ![(amp V (n + 1)).eval E, (amp V n).eval E] := by
  induction n with
  | zero => simp [transfer, amp]
  | succ n ih =>
    rw [transfer, ← Matrix.mulVec_mulVec, ih, amp_step]
    ext i
    fin_cases i <;> simp [Matrix.mulVec, dotProduct, Fin.sum_univ_succ]
    ring

/-- The Wronskian in energy of the amplitudes on neighbouring sites is the sum of the squared
amplitudes on the sites `1, ..., n`. -/
theorem energy_wronskian (V : ℕ → ℝ) (n : ℕ) :
    derivative (amp V (n + 1)) * amp V n - amp V (n + 1) * derivative (amp V n)
      = ∑ j ∈ Finset.Icc 1 n, amp V j ^ 2 := by
  induction n with
  | zero => simp [amp]
  | succ n ih =>
    -- one more site adds exactly its own squared amplitude
    rw [Finset.sum_Icc_succ_top (by omega), ← ih, amp_step]
    simp only [derivative_sub, derivative_mul, derivative_X, derivative_C]
    ring

/-- At a real zero of the amplitude on site `n + 1`, its energy derivative has the same strict
sign as the amplitude on site `n`. -/
theorem derivative_mul_pos_of_isRoot (V : ℕ → ℝ) (n : ℕ) (E : ℝ)
    (hE : (amp V (n + 1)).IsRoot E) :
    0 < (derivative (amp V (n + 1))).eval E * (amp V n).eval E := by
  have h0 : (amp V (n + 1)).eval E = 0 := hE
  have w := congrArg (fun p : ℝ[X] => p.eval E) (energy_wronskian V n)
  simp only [eval_sub, eval_mul, Polynomial.eval_finsetSum, eval_pow, h0, zero_mul, sub_zero] at w
  rw [w]
  cases n with
  | zero => simp [amp] at h0
  | succ m =>
    -- site 1 carries amplitude one, so the sum of squares is positive
    exact Finset.sum_pos' (fun j _ => sq_nonneg _)
      ⟨1, Finset.mem_Icc.mpr ⟨le_rfl, by omega⟩, by simp [amp]⟩

/-- Every real zero in energy of the amplitude on site `n + 1` is simple. -/
theorem real_zeros_simple (V : ℕ → ℝ) (n : ℕ) (E : ℝ)
    (hE : (amp V (n + 1)).IsRoot E) :
    (amp V (n + 1)).rootMultiplicity E = 1 := by
  have hd : (derivative (amp V (n + 1))).eval E ≠ 0 :=
    left_ne_zero_of_mul (derivative_mul_pos_of_isRoot V n E hE).ne'
  have hp : amp V (n + 1) ≠ 0 := by
    intro h
    apply hd
    rw [h]
    simp
  have h1 : 0 < (amp V (n + 1)).rootMultiplicity E := (rootMultiplicity_pos hp).mpr hE
  -- a multiple zero would also be a zero of the derivative
  have h2 : ¬ 1 < (amp V (n + 1)).rootMultiplicity E := fun h =>
    hd ((one_lt_rootMultiplicity_iff_isRoot hp).mp h).2
  omega

/-- Where the amplitude on site `n` is nonzero, the ratio of the amplitudes on sites `n + 1` and `n`
has energy derivative equal to the sum of the squared amplitudes on the sites `1, ..., n`, divided
by the squared amplitude on site `n`. -/
theorem hasDerivAt_amp_ratio (V : ℕ → ℝ) (n : ℕ) (E : ℝ) (h : (amp V n).eval E ≠ 0) :
    HasDerivAt (fun x => (amp V (n + 1)).eval x / (amp V n).eval x)
      ((∑ j ∈ Finset.Icc 1 n, (amp V j).eval E ^ 2) / (amp V n).eval E ^ 2) E := by
  have w := congrArg (fun p : ℝ[X] => p.eval E) (energy_wronskian V n)
  simp only [eval_sub, eval_mul, Polynomial.eval_finsetSum, eval_pow] at w
  rw [← w]
  exact ((amp V (n + 1)).hasDerivAt E).fun_div ((amp V n).hasDerivAt E) h

/-- For two complex energies `z` and `w`, the cross Wronskian of the amplitudes is `z - w` times
the sum of the products of the amplitudes on the sites `1, ..., n`. -/
theorem two_energy_wronskian (V : ℕ → ℝ) (n : ℕ) (z w : ℂ) :
    aeval z (amp V (n + 1)) * aeval w (amp V n) - aeval z (amp V n) * aeval w (amp V (n + 1))
      = (z - w) * ∑ j ∈ Finset.Icc 1 n, aeval z (amp V j) * aeval w (amp V j) := by
  induction n with
  | zero => simp [amp]
  | succ n ih =>
    rw [Finset.sum_Icc_succ_top (by omega), mul_add, ← ih, amp_step]
    simp only [map_sub, map_mul, aeval_X, aeval_C]
    ring

/-- Every complex energy at which the amplitude on site `n + 1` vanishes is real. -/
theorem complex_zeros_real (V : ℕ → ℝ) (n : ℕ) (z : ℂ)
    (hz : aeval z (amp V (n + 1)) = 0) : z.im = 0 := by
  cases n with
  | zero => simp [amp] at hz
  | succ m =>
    -- compare the energy with its complex conjugate
    have h := two_energy_wronskian V (m + 1) z (conj z)
    simp only [Polynomial.aeval_conj, hz, map_zero, zero_mul, mul_zero, sub_zero,
      Complex.mul_conj] at h
    rw [← Complex.ofReal_sum] at h
    have hS : 0 < ∑ j ∈ Finset.Icc 1 (m + 1), Complex.normSq (aeval z (amp V j)) :=
      Finset.sum_pos' (fun j _ => Complex.normSq_nonneg _)
        ⟨1, Finset.mem_Icc.mpr ⟨le_rfl, by omega⟩, by simp [amp]⟩
    rcases mul_eq_zero.mp h.symm with h1 | h1
    · exact Complex.conj_eq_iff_im.mp (sub_eq_zero.mp h1).symm
    · exact absurd (Complex.ofReal_eq_zero.mp h1) hS.ne'

end

end TightBindingTransfer
```

```lean
#print axioms TightBindingTransfer.transfer_mulVec
-- 'TightBindingTransfer.transfer_mulVec' depends on axioms: [propext, Classical.choice, Quot.sound]
#print axioms TightBindingTransfer.real_zeros_simple
-- 'TightBindingTransfer.real_zeros_simple' depends on axioms: [propext, Classical.choice, Quot.sound]
#print axioms TightBindingTransfer.hasDerivAt_amp_ratio
-- 'TightBindingTransfer.hasDerivAt_amp_ratio' depends on axioms: [propext, Classical.choice, Quot.sound]
#print axioms TightBindingTransfer.complex_zeros_real
-- 'TightBindingTransfer.complex_zeros_real' depends on axioms: [propext, Classical.choice, Quot.sound]
```

### How the Lean statements read as physics

The function `V : ℕ → ℝ` assigns a real energy to each site. The value `V 0` is never used, and \(u_{n+1}\) depends only on \(V_1, \dots, V_n\). Taking `V` real stands for a chain without gain or loss on its sites.

`amp V n` is \(u_n\), an element of `ℝ[X]`, with the formal variable `X` in the role of the energy. A number is put in for the energy by `eval E` when it is real and by `aeval z` when it is complex. The prime is `derivative`, the algebraic derivative of a polynomial.

`transfer V E n` is the product \(M_n \cdots M_1\) at a real energy. Its pairs list the right-hand site first, so `![1, 0]` means amplitude 1 on site 1 and 0 on site 0. `transfer_mulVec` says that this matrix produces the values of \(u_{n+1}\) and \(u_n\) at `E`.

`energy_wronskian` is an equality between polynomials, and so holds at every energy. `Finset.Icc 1 n` is the set of sites \(1, \dots, n\), which is empty for \(n = 0\).

The main theorem is `real_zeros_simple`. Its only hypothesis is `(amp V (n + 1)).IsRoot E`, meaning \(u_{n+1}(E) = 0\), and its conclusion is that `rootMultiplicity E` equals 1. `complex_zeros_real` adds that any complex `z` at which \(u_{n+1}\) vanishes has imaginary part zero. `derivative_mul_pos_of_isRoot` gives the sign of the slope at a zero: it is the sign of the amplitude on the last site.

The amplitudes are scaled by \(u_1 = 1\) and are not normalised. At a zero of \(u_{n+1}\), the normalised state on sites \(1, \dots, n\) is \(\psi_j = u_j/\sqrt{\sum_{k=1}^n u_k^2}\), and the identity gives its weight on the last site as \(\psi_n^2 = u_n(E)/u_{n+1}'(E)\).

For a non-interacting particle on a finite chain with nearest-neighbour hopping and hard walls at sites 0 and \(n+1\), these zeros are the energy levels, and simplicity means that bisection or Newton iteration started close enough to a level meets an ordinary crossing. Two levels lying between the same neighbouring grid points can still be missed, since their sign changes cancel, and the theorems give no lower bound on level spacings from which a safe grid could be chosen. The link from zeros to eigenvalues of a Hamiltonian matrix is the usual physical reading and is not among the theorems in the file.

The hopping is fixed at 1, which sets the unit of energy, and it is the same on every bond. Bond-dependent hopping, rings, several orbitals per site, and attached leads with their transmission coefficients are not treated.

### How the proofs follow the derivation

`amp_step` restates the recursion in a shape convenient for rewriting; it holds by definition. `transfer_mulVec` is an induction on the number of sites. The rewrite with `Matrix.mulVec_mulVec` lets the newest one-site matrix act on the pair supplied by the induction hypothesis, and the two components are then compared separately.

In `energy_wronskian`, `Finset.sum_Icc_succ_top` splits off the last term \(u_{n+1}^2\) of the sum. Rewriting with `← ih` replaces the remaining sum by \(W_n\), and `amp_step` expands \(u_{n+2}\). The `simp only` line differentiates the recursion, and `ring` carries out the cancellation displayed above.

`derivative_mul_pos_of_isRoot` evaluates this polynomial identity at `E` and uses \(u_{n+1}(E) = 0\) to remove the second term. The case \(n = 0\) is dismissed because the hypothesis would then say \(1 = 0\). In the other case, `Finset.sum_pos'` needs every term to be non-negative and one to be strictly positive, and site 1 supplies the positive one.

`real_zeros_simple` first extracts from that product the fact `hd`, that the derivative is nonzero at `E`. It follows that the polynomial itself is not zero (`hp`), as the lemmas about multiplicity require. Then `h1` says that the multiplicity is at least one, because `E` is a root. `h2` says that it is not more than one, because by `one_lt_rootMultiplicity_iff_isRoot` a multiple root would also be a root of the derivative. `omega` concludes that it equals one.

`hasDerivAt_amp_ratio` applies the quotient rule, `fun_div`, to the two polynomials, after the Wronskian identity has been used to rewrite the numerator. Here the derivative is that of calculus, and `Polynomial.hasDerivAt` connects it with the algebraic one.

`two_energy_wronskian` repeats the induction with two energies in place of a derivative. `complex_zeros_real` sets the second energy to `conj z`. `Polynomial.aeval_conj` expresses that evaluating a polynomial with real coefficients commutes with conjugation, and `Complex.mul_conj` turns each product into a squared modulus. The resulting equation says that a product is zero. Its first factor gives \(z = \bar z\), while the second, the sum of squared moduli, is positive by `hS`, again because of site 1.
